# Density and potential Jacobians of the SCF cycle share their nonzero spectrum

Let $V$ be a space of potential changes and $N$ a space of density changes, both over a field $F$, and let $\chi : V \to N$ and $K : N \to V$ be linear. For every $\lambda \neq 0$ in $F$ and every $k = 0, 1, 2, \dots$, the map $n \mapsto Kn$ is a linear isomorphism

$$\ker(\chi K - \lambda)^k \;\longrightarrow\; \ker(K\chi - \lambda)^k .$$

For $k = 1$ its inverse is $w \mapsto \lambda^{-1}\chi w$. Moreover, $\chi K$ and $K\chi$ have the same nonzero spectrum.

Here $\chi$ is the independent-particle response, usually written $\chi_0$, and $K$ is the interaction kernel (Hartree plus exchange-correlation), which turns a density change into a potential change. Both are taken at the self-consistent solution. One turn of the cycle, linearised there, acts on density errors as $D = \chi K$ and on potential errors as $P = K\chi$. Linear mixing with parameter $\alpha$ replaces the current iterate by $(1-\alpha)$ times itself plus $\alpha$ times the output of the cycle, so to first order an error is multiplied by $(1-\alpha) + \alpha J$, with $J = D$ or $J = P$. In this linearised model with one fixed $\alpha$, mixing densities and mixing potentials therefore have the same spectrum of error factors, except possibly for the value $1-\alpha$.

## From density modes to potential modes and back

**$K$ maps one space into the other.** Since $K(\chi K - \lambda) = (K\chi - \lambda)K$, moving $K$ past one factor at a time gives

$$K(D-\lambda)^k = (P-\lambda)^k K .$$

If $(D-\lambda)^k n = 0$, then $(P-\lambda)^k Kn = 0$.

**Nothing is lost.** If $Kn = 0$, then $(D-\lambda)n = -\lambda n$, and hence $(D-\lambda)^k n = (-\lambda)^k n$. If this vanishes, $n = 0$, because $\lambda \neq 0$.

**Everything is reached.** Suppose that $(P-\lambda)w = Km$ for some $w \in V$ and $m \in N$, and put $n = \lambda^{-1}(\chi w - m)$. Then

$$Kn = \lambda^{-1}(K\chi w - Km) = \lambda^{-1}(\lambda w) = w,$$

$$(D-\lambda)n = \chi w - (\chi w - m) = m .$$

Induction on $k$ now gives surjectivity. For $k = 0$ both spaces are zero. If $(P-\lambda)^{k+1}w = 0$, then $(P-\lambda)w$ is annihilated by $(P-\lambda)^k$, so by the induction hypothesis it equals $Km$ with $(D-\lambda)^k m = 0$. The $n$ constructed above satisfies $Kn = w$ and $(D-\lambda)^{k+1}n = (D-\lambda)^k m = 0$.

**The inverse for $k = 1$.** If $\chi K n = \lambda n$ and $w = Kn$, then $\chi w = \lambda n$, so $n = \lambda^{-1}\chi w$.

## Spectra and mixing factors

A number $\lambda$ lies in the spectrum of $J$ when $J - \lambda$ is not bijective. Let $\lambda \neq 0$ and let $P - \lambda$ be bijective. If $(D-\lambda)n = 0$, then $(P-\lambda)Kn = 0$, so $Kn = 0$, which leaves $-\lambda n = 0$ and $n = 0$. For a given $m$, choose $w$ with $(P-\lambda)w = Km$; the construction above supplies $n$ with $(D-\lambda)n = m$. Thus $D-\lambda$ is bijective. Exchanging $\chi$ and $K$ gives the converse.

For mixing, write

$$(1-\alpha) + \alpha\chi K - \mu = (\alpha\chi)K - \bigl(\mu - (1-\alpha)\bigr),$$

and likewise with $K(\alpha\chi)$. The previous result, applied to $\alpha\chi$ and $K$, covers every $\mu \neq 1-\alpha$.

## What fails at $\lambda = 0$

Take $V = F$, $N = F^2$, $\chi x = (x, 0)$ and $K(x,y) = x$. Then $K\chi$ is the identity, while $\chi K(x,y) = (x,0)$ annihilates $(0,1)$. At $\lambda = 0$ and $k = 1$ the density side has a one-dimensional null space and the potential side has none, so no isomorphism exists. This is an algebraic example, not a model of a real system: if $V$ and $N$ have the same finite dimension, each of $\chi K$ and $K\chi$ is bijective exactly when both $\chi$ and $K$ are, so zero lies in both spectra or in neither. In the example, $(0,1)$ plays the part of a density change that produces no potential change. Density mixing multiplies it by $1-\alpha$ at each step, and potential mixing never sees it.

## The two Jacobians in Lean

The spaces `V` and `N` are arbitrary vector spaces over an arbitrary field `F`. They carry no basis, norm or dimension bound.

```lean
import Mathlib

open Module

namespace SCFJacobianSpectra

variable {F V N : Type*} [Field F] [AddCommGroup V] [Module F V]
  [AddCommGroup N] [Module F N]
```

The composition `∘ₗ` acts from right to left, so the density Jacobian applies `K` first.

```lean
/-- The Jacobian of the SCF cycle acting on densities: the kernel `K` turns a density change
into a potential change, and the response `χ` turns that into a new density change. -/
abbrev densityJacobian (χ : V →ₗ[F] N) (K : N →ₗ[F] V) : Module.End F N := χ ∘ₗ K

/-- The Jacobian of the same SCF cycle acting on potentials: first `χ`, then `K`. -/
abbrev potentialJacobian (χ : V →ₗ[F] N) (K : N →ₗ[F] V) : Module.End F V := K ∘ₗ χ
```

The maps `χ` and `K` are given as linear maps. The nonlinear SCF map, its differentiability and the existence of a self-consistent solution do not enter.

The next definition is $\ker(J-\lambda)^k$, with $\lambda$ written `lam`.

```lean
/-- The generalized eigenspace of order `k`: the kernel of `(J - lam) ^ k`. -/
abbrev rootSpace {M : Type*} [AddCommGroup M] [Module F M]
    (J : Module.End F M) (lam : F) (k : ℕ) : Submodule F M :=
  LinearMap.ker ((J - lam • (1 : Module.End F M)) ^ k)
```

The mixing propagator is defined directly by its formula. It has one scalar parameter, so preconditioned and history-dependent schemes are not covered.

```lean
/-- The linear map that propagates errors in linear mixing with parameter `α`,
for an SCF cycle with Jacobian `J`. -/
def mixingPropagator {M : Type*} [AddCommGroup M] [Module F M]
    (α : F) (J : Module.End F M) : Module.End F M :=
  (1 - α) • (1 : Module.End F M) + α • J
```

## Intertwining, injectivity and the lift

The first lemma is $K(D-\lambda)^k = (P-\lambda)^k K$, applied to a vector. The auxiliary statement `h` is the case of a single factor, and the induction peels off the factor that acts first.

```lean
variable (χ : V →ₗ[F] N) (K : N →ₗ[F] V)

/-- The kernel `K` carries every power of the shifted density Jacobian into the same power
of the shifted potential Jacobian. -/
theorem kernel_intertwines (lam : F) (k : ℕ) (n : N) :
    K (((densityJacobian χ K - lam • (1 : Module.End F N)) ^ k) n) =
      ((potentialJacobian χ K - lam • (1 : Module.End F V)) ^ k) (K n) := by
  induction k generalizing n with
  | zero => rfl
  | succ k ih =>
    have h : K ((densityJacobian χ K - lam • (1 : Module.End F N)) n) =
        (potentialJacobian χ K - lam • (1 : Module.End F V)) (K n) := by
      change K (χ (K n) - lam • n) = K (χ (K n)) - lam • K n
      rw [map_sub, map_smul]
    rw [pow_succ, pow_succ, Module.End.mul_apply, Module.End.mul_apply, ih, h]
```

The second lemma evaluates $(D-\lambda)^k$ on a density change that `K` annihilates. It holds for every `lam`; only the later conclusion $n = 0$ needs `lam ≠ 0`.

```lean
/-- On a density change that produces no potential change, the `k`-th power of the shifted
density Jacobian is multiplication by `(-lam) ^ k`. -/
theorem pow_apply_of_no_potential (lam : F) (k : ℕ) {n : N} (hn : K n = 0) :
    ((densityJacobian χ K - lam • (1 : Module.End F N)) ^ k) n = (-lam) ^ k • n := by
  induction k with
  | zero => simp
  | succ k ih =>
    have h : (densityJacobian χ K - lam • (1 : Module.End F N)) n = (-lam) • n := by
      change χ (K n) - lam • n = (-lam) • n
      rw [hn, map_zero, zero_sub, neg_smul]
    rw [pow_succ, Module.End.mul_apply, h, map_smul, ih, smul_smul, pow_succ']
```

The third lemma contains the explicit formula $n = \lambda^{-1}(\chi w - m)$ and its two properties. The equation `e` is $Kn = w$, and it is then used to compute $(D-\lambda)n$.

```lean
variable {χ K}

/-- For `lam ≠ 0`, if the shifted potential Jacobian sends `w` to `K m`, then the density
`(χ w - m) / lam` generates the potential `w`, and the shifted density Jacobian sends it
to `m`. -/
theorem lift_to_density {lam : F} (hlam : lam ≠ 0) {w : V} {m : N}
    (h : (potentialJacobian χ K - lam • (1 : Module.End F V)) w = K m) :
    K (lam⁻¹ • (χ w - m)) = w ∧
      (densityJacobian χ K - lam • (1 : Module.End F N)) (lam⁻¹ • (χ w - m)) = m := by
  have h' : K (χ w) - lam • w = K m := h
  have e : K (lam⁻¹ • (χ w - m)) = w := by
    rw [map_smul, map_sub, ← h', sub_sub_cancel, smul_smul, inv_mul_cancel₀ hlam, one_smul]
  refine ⟨e, ?_⟩
  change χ (K (lam⁻¹ • (χ w - m))) - lam • (lam⁻¹ • (χ w - m)) = m
  rw [e, smul_smul, mul_inv_cancel₀ hlam, one_smul, sub_sub_cancel]
```

## The isomorphism at every order

The theorem states that there is a linear equivalence `e` between the two null spaces whose value at `n` is `K n`. The second clause matters: it identifies the isomorphism as the restriction of the interaction kernel, which takes density changes to potential changes.

In the proof, `surj` is the induction for surjectivity. The map `f` is `K` restricted to the two subspaces, which is legitimate by `kernel_intertwines`. The two bullets then prove injectivity and surjectivity of `f`.

```lean
variable (χ K)

/-- For `lam ≠ 0` and every order `k`, the map `n ↦ K n` is a linear isomorphism from the
generalized eigenspace of the density Jacobian onto that of the potential Jacobian. -/
theorem rootSpace_equiv {lam : F} (hlam : lam ≠ 0) (k : ℕ) :
    ∃ e : rootSpace (densityJacobian χ K) lam k ≃ₗ[F]
        rootSpace (potentialJacobian χ K) lam k,
      ∀ n, (e n : V) = K n := by
  -- surjectivity, by induction on the order
  have surj : ∀ (j : ℕ) (w : V),
      ((potentialJacobian χ K - lam • (1 : Module.End F V)) ^ j) w = 0 →
      ∃ n : N, ((densityJacobian χ K - lam • (1 : Module.End F N)) ^ j) n = 0 ∧ K n = w := by
    intro j
    induction j with
    | zero =>
      intro w hw
      have hw' : w = 0 := hw
      exact ⟨0, map_zero _, by rw [map_zero, hw']⟩
    | succ j ih =>
      intro w hw
      rw [pow_succ, Module.End.mul_apply] at hw
      obtain ⟨m, hm, hKm⟩ := ih _ hw
      obtain ⟨h1, h2⟩ := lift_to_density hlam hKm.symm
      exact ⟨_, by rw [pow_succ, Module.End.mul_apply, h2, hm], h1⟩
  let f := K.restrict (p := rootSpace (densityJacobian χ K) lam k)
    (q := rootSpace (potentialJacobian χ K) lam k)
    (fun n hn => LinearMap.mem_ker.2 (by
      rw [← kernel_intertwines, LinearMap.mem_ker.1 hn, map_zero]))
  refine ⟨LinearEquiv.ofBijective f ⟨?_, ?_⟩, fun _ => rfl⟩
  · -- injectivity: a density without potential is only rescaled, by a nonzero factor
    refine (injective_iff_map_eq_zero f).2 fun n hn => ?_
    have hK : K (n : N) = 0 := congrArg Subtype.val hn
    have h := LinearMap.mem_ker.1 n.2
    rw [pow_apply_of_no_potential χ K lam k hK] at h
    exact Subtype.ext
      ((smul_eq_zero.1 h).resolve_left (pow_ne_zero k (neg_ne_zero.2 hlam)))
  · rintro ⟨w, hw⟩
    obtain ⟨n, hn, hKn⟩ := surj k w (LinearMap.mem_ker.1 hw)
    exact ⟨⟨n, LinearMap.mem_ker.2 hn⟩, Subtype.ext hKn⟩
```

For order one, the inverse `e.symm` is computed from the eigenvalue equation $\chi K n = \lambda n$ with $Kn = w$.

```lean
/-- For `lam ≠ 0`, the isomorphism `n ↦ K n` between the ordinary eigenspaces has the
inverse `w ↦ χ w / lam`. -/
theorem eigenspace_equiv {lam : F} (hlam : lam ≠ 0) :
    ∃ e : rootSpace (densityJacobian χ K) lam 1 ≃ₗ[F]
        rootSpace (potentialJacobian χ K) lam 1,
      (∀ n, (e n : V) = K n) ∧ ∀ w, (e.symm w : N) = lam⁻¹ • χ w := by
  obtain ⟨e, he⟩ := rootSpace_equiv χ K hlam 1
  refine ⟨e, he, fun w => ?_⟩
  have hK : K (e.symm w : N) = w := by rw [← he, e.apply_symm_apply]
  have h : χ (K (e.symm w : N)) - lam • (e.symm w : N) = 0 := by
    have h1 := LinearMap.mem_ker.1 (e.symm w).2
    rw [pow_one] at h1
    exact h1
  rw [hK, sub_eq_zero] at h
  rw [h, smul_smul, inv_mul_cancel₀ hlam, one_smul]
```

## Equality of the nonzero spectra

Mathlib's `spectrum F J` consists of those scalars in `F` for which $\lambda - J$ has no inverse among the linear maps. The next lemma restates this as failure of bijectivity, after a change of sign.

```lean
/-- A number lies in the spectrum of `J` exactly when `J - lam` is not bijective. -/
theorem mem_spectrum_iff {M : Type*} [AddCommGroup M] [Module F M]
    (J : Module.End F M) (lam : F) :
    lam ∈ spectrum F J ↔ ¬ Function.Bijective (J - lam • (1 : Module.End F M)) := by
  rw [spectrum.mem_iff, Algebra.algebraMap_eq_smul_one, ← IsUnit.neg_iff, neg_sub,
    Module.End.isUnit_iff]
```

This is the algebraic spectrum, so in infinite dimension it can contain numbers that are not eigenvalues. It also depends on the field: a general real linear map may have non-real eigenvalues, which appear in the spectrum only when one works over `F = ℂ`. In a finite real basis, a symmetric negative semidefinite static response $\chi$ and a symmetric kernel $K$ give Jacobians with real eigenvalues only.

The transfer of bijectivity follows the argument by hand, with `lift_to_density` supplying the surjective half.

```lean
/-- For `lam ≠ 0`, if the shifted potential Jacobian is bijective, so is the shifted
density Jacobian. -/
theorem bijective_transfer {lam : F} (hlam : lam ≠ 0)
    (hP : Function.Bijective (potentialJacobian χ K - lam • (1 : Module.End F V))) :
    Function.Bijective (densityJacobian χ K - lam • (1 : Module.End F N)) := by
  constructor
  · refine (injective_iff_map_eq_zero _).2 fun n hn => ?_
    have h : χ (K n) - lam • n = 0 := hn
    have hK : K n = 0 := hP.1 (by
      rw [map_zero]
      change K (χ (K n)) - lam • K n = 0
      rw [← map_smul K, ← map_sub K, h, map_zero])
    rw [hK, map_zero, zero_sub, neg_eq_zero] at h
    exact (smul_eq_zero.1 h).resolve_left hlam
  · intro n
    obtain ⟨w, hw⟩ := hP.2 (K n)
    exact ⟨_, (lift_to_density hlam hw).2⟩
```

One direction of the equivalence uses `bijective_transfer` with `χ` and `K` exchanged, since the density Jacobian of the exchanged pair is the potential Jacobian of the original one.

```lean
/-- The density and potential Jacobians have the same nonzero spectrum. -/
theorem nonzero_spectrum_shared {lam : F} (hlam : lam ≠ 0) :
    lam ∈ spectrum F (densityJacobian χ K) ↔ lam ∈ spectrum F (potentialJacobian χ K) := by
  rw [mem_spectrum_iff, mem_spectrum_iff, not_iff_not]
  exact ⟨fun h => bijective_transfer K χ hlam h, fun h => bijective_transfer χ K hlam h⟩
```

## Mixing, and the exceptional value

In the mixing theorem, `hD` and `hP` are the two shifted identities in which $\alpha$ is absorbed into the response. The hypothesis `μ ≠ 1 - α` is exactly what makes the shifted spectral value nonzero.

```lean
/-- Density mixing and potential mixing with the same parameter `α` have error propagators
with the same spectrum, apart from the value `1 - α`. -/
theorem mixing_spectrum_shared (α : F) {μ : F} (hμ : μ ≠ 1 - α) :
    μ ∈ spectrum F (mixingPropagator α (densityJacobian χ K)) ↔
      μ ∈ spectrum F (mixingPropagator α (potentialJacobian χ K)) := by
  -- absorb the mixing parameter into the response and shift the spectral value
  have hD : mixingPropagator α (densityJacobian χ K) - μ • (1 : Module.End F N) =
      densityJacobian (α • χ) K - (μ - (1 - α)) • (1 : Module.End F N) :=
    LinearMap.ext fun n => by
      change (1 - α) • n + α • χ (K n) - μ • n = α • χ (K n) - (μ - (1 - α)) • n
      module
  have hP : mixingPropagator α (potentialJacobian χ K) - μ • (1 : Module.End F V) =
      potentialJacobian (α • χ) K - (μ - (1 - α)) • (1 : Module.End F V) :=
    LinearMap.ext fun v => by
      change (1 - α) • v + α • K (χ v) - μ • v = K (α • χ v) - (μ - (1 - α)) • v
      rw [map_smul]
      module
  rw [mem_spectrum_iff, mem_spectrum_iff, hD, hP, ← mem_spectrum_iff, ← mem_spectrum_iff]
  exact nonzero_spectrum_shared (α • χ) K (sub_ne_zero.2 hμ)
```

For a finite-dimensional complex model with real $0 < \alpha < 2$, the exceptional factor has modulus $|1-\alpha| < 1$, so it cannot by itself make the linearised iteration diverge.

The last theorem is the counter-example at $\lambda = 0$, stated for spectra. `LinearMap.inl` is $x \mapsto (x,0)$ and `LinearMap.fst` is the first projection. The vector $(0,1)$ violates injectivity on the density side, and the potential Jacobian is shown to be the identity.

```lean
/-- The value zero need not be shared: with `χ x = (x, 0)` and `K (x, y) = x`, zero is in the
spectrum of the density Jacobian but not in that of the potential Jacobian. -/
theorem zero_not_shared :
    (0 : F) ∈ spectrum F (densityJacobian (LinearMap.inl F F F) (LinearMap.fst F F F)) ∧
      (0 : F) ∉ spectrum F
        (potentialJacobian (LinearMap.inl F F F) (LinearMap.fst F F F)) := by
  rw [mem_spectrum_iff, mem_spectrum_iff, not_not]
  constructor
  · intro h
    have h0 : ((0, 1) : F × F) = 0 := h.1 (by simp)
    exact one_ne_zero (congrArg Prod.snd h0)
  · have hid : potentialJacobian (LinearMap.inl F F F) (LinearMap.fst F F F) -
        (0 : F) • (1 : Module.End F F) = LinearMap.id :=
      LinearMap.ext fun x => by simp
    rw [hid]
    exact Function.bijective_id

end SCFJacobianSpectra
```

```lean
#print axioms SCFJacobianSpectra.eigenspace_equiv
#print axioms SCFJacobianSpectra.nonzero_spectrum_shared
#print axioms SCFJacobianSpectra.mixing_spectrum_shared
#print axioms SCFJacobianSpectra.zero_not_shared
```

```
'SCFJacobianSpectra.eigenspace_equiv' depends on axioms: [propext, Classical.choice, Quot.sound]
'SCFJacobianSpectra.nonzero_spectrum_shared' depends on axioms: [propext, Classical.choice, Quot.sound]
'SCFJacobianSpectra.mixing_spectrum_shared' depends on axioms: [propext, Classical.choice, Quot.sound]
'SCFJacobianSpectra.zero_not_shared' depends on axioms: [propext, Classical.choice, Quot.sound]
```
